# Derivative of powers of the inverse deformation with respect to strain amplitude

A strain given by a finite real square matrix A, applied with amplitude t, deforms space by the matrix 1 + tA. The lemma says how powers of the inverse deformation change with the amplitude: for every natural number m, the derivative of (1 + tA)⁻ᵐ with respect to t is −m A (1 + tA)⁻ᵐ⁻¹. It assumes that 1 + tA is invertible at the amplitude in question, and A need not be symmetric. The proof first shows that A commutes with the inverse deformation, then differentiates the inverse itself, and reaches the general power by induction on m with the product rule.

As first written in Lean, the proof fails:

```lean
import Mathlib

open Matrix Filter Topology
open scoped Matrix.Norms.Operator

namespace PlaneWaveStrain

noncomputable section

variable {n : Type*} [Fintype n] [DecidableEq n]

/-- The inverse deformation `(1 + tA)⁻¹` for the strain `A` with amplitude `t`. -/
def invDeform (A : Matrix n n ℝ) (t : ℝ) : Matrix n n ℝ := (1 + t • A)⁻¹

/-- Powers of the inverse deformation obey `d/dt (1 + tA)⁻ᵐ = -m A (1 + tA)⁻ᵐ⁻¹`. -/
theorem hasDerivAt_invDeform_pow (A : Matrix n n ℝ) {t : ℝ}
    (ht : IsUnit (1 + t • A).det) (m : ℕ) :
    HasDerivAt (fun s => invDeform A s ^ m)
      ((-(m : ℝ)) • (A * invDeform A t ^ (m + 1))) t := by
  -- the strain commutes with the inverse deformation
  have hcomm : Commute A (invDeform A t) := by
    have h1 : invDeform A t * (1 + t • A) = 1 := Matrix.nonsing_inv_mul _ ht
    have h2 : (1 + t • A) * invDeform A t = 1 := Matrix.mul_nonsing_inv _ ht
    have h3 : (1 + t • A) * A = A * (1 + t • A) := by
      rw [add_mul, mul_add, one_mul, mul_one, smul_mul_assoc, mul_smul_comm]
    change A * invDeform A t = invDeform A t * A
    calc A * invDeform A t
        = (invDeform A t * (1 + t • A)) * (A * invDeform A t) := by rw [h1, one_mul]
      _ = invDeform A t * ((1 + t • A) * A) * invDeform A t := by simp only [mul_assoc]
      _ = invDeform A t * A * ((1 + t • A) * invDeform A t) := by
          rw [h3]; simp only [mul_assoc]
      _ = invDeform A t * A := by rw [h2, mul_one]
  -- derivative of the inverse itself
  have hR : HasDerivAt (fun s => invDeform A s) (-(A * invDeform A t ^ 2)) t := by
    obtain ⟨u, hu⟩ := (Matrix.isUnit_iff_isUnit_det _).2 ht
    have hin : HasDerivAt (fun s : ℝ => 1 + s • A) A t := by
      have h := ((hasDerivAt_id' t).smul_const A).const_add (1 : Matrix n n ℝ)
      rw [one_smul] at h
      exact h
    have hinv := hasFDerivAt_ringInverse (𝕜 := ℝ) u
    rw [hu] at hinv
    have hui : (↑u⁻¹ : Matrix n n ℝ) = invDeform A t := by
      rw [Matrix.coe_units_inv, hu, invDeform]
    have h := hinv.comp_hasDerivAt t hin
    have hf : (fun s => invDeform A s) = Ring.inverse ∘ fun s : ℝ => 1 + s • A := by
      funext s
      exact Matrix.nonsing_inv_eq_ringInverse _
    rw [hf]
    refine h.congr_deriv ?_
    change -((↑u⁻¹ : Matrix n n ℝ) * A * ↑u⁻¹) = _
    rw [hui, ← hcomm.eq, mul_assoc, ← pow_two]
  induction m with
  | zero => simpa using hasDerivAt_const t (1 : Matrix n n ℝ)
  | succ m ih =>
    have e : invDeform A t ^ m * (A * invDeform A t ^ 2)
        = A * invDeform A t ^ (m + 1 + 1) := by
      rw [show m + 1 + 1 = m + 2 from rfl, ← mul_assoc, ← (hcomm.pow_right m).eq,
        mul_assoc, ← pow_add]
    have hf : (fun s => invDeform A s ^ (m + 1))
        = fun s => invDeform A s ^ m * invDeform A s := by
      funext s
      exact pow_succ _ _
    rw [hf]
    refine (ih.fun_mul hR).congr_deriv ?_
    rw [smul_mul_assoc, mul_assoc, ← pow_succ, mul_neg, e]
    push_cast
    module

end

end PlaneWaveStrain
```

Compiling this gives:

```
Main.lean:50:13: error(lean.synthInstanceFailed): failed to synthesize instance of type class
  HMul (Matrix n n ℝ) (Matrix n n ℝ)ˣ (Matrix n n ℝ)

Hint: Type class instance resolution failures can be inspected with the `set_option trace.Meta.synthInstance true` command.
Main.lean:50:4: error: 'change' tactic failed, pattern
  -(↑u⁻¹ * A * u⁻¹) = ?m.553
is not definitionally equal to target
  (-((ContinuousLinearMap.mulLeftRight ℝ (Matrix n n ℝ)) ↑u⁻¹) ↑u⁻¹) A = -(A * invDeform A t ^ 2)
Main.lean:53:12: error: Type mismatch: After simplification, term
  hasDerivAt_const t 1
 has type
  @HasDerivAt ℝ DenselyNormedField.toNontriviallyNormedField (Matrix n n ℝ)
    Matrix.linftyOpNormedAddCommGroup.toAddCommGroup Matrix.linftyOpNormedSpace.toModule
    PseudoMetricSpace.toUniformSpace.toTopologicalSpace ⋯ (fun x => 1) 0 t
but is expected to have type
  @HasDerivAt ℝ DenselyNormedField.toNontriviallyNormedField (Matrix n n ℝ) addCommGroup module
    instTopologicalSpaceMatrix ⋯ (fun s => 1) 0 t
```

Diagnosis. The first two messages have one cause. In the `change` line only the first `↑u⁻¹` is marked as a matrix. Lean left the last one as a unit, of type `(Matrix n n ℝ)ˣ`, and found no multiplication of a matrix by a unit. The pattern was therefore malformed and could not match the target. Marking the last factor as a matrix too cures both errors.

The third message comes from the case m = 0. The two statements it compares both say that the constant 1 has derivative 0, but one takes its additive, scalar and topological structure from the operator norm and the other from the instances for matrices. These agree by definition, but the closing check of `simpa` does not unfold them far enough to see it. The repair states the derivative as 0, reduces the zeroth power to 1 with `simp only [pow_zero]`, and closes with `exact`, which does unfold them. `congr_deriv` then leaves only the equality of 0 with the lemma's formula at m = 0, which the last `rw` proves.

The repair, with which the file compiles:

```diff
@@ -48,8 +48,13 @@
     rw [hf]
     refine h.congr_deriv ?_
-    change -((↑u⁻¹ : Matrix n n ℝ) * A * ↑u⁻¹) = _
+    change -((↑u⁻¹ : Matrix n n ℝ) * A * (↑u⁻¹ : Matrix n n ℝ)) = _
     rw [hui, ← hcomm.eq, mul_assoc, ← pow_two]
   induction m with
-  | zero => simpa using hasDerivAt_const t (1 : Matrix n n ℝ)
+  | zero =>
+    have h : HasDerivAt (fun s => invDeform A s ^ 0) 0 t := by
+      simp only [pow_zero]
+      exact hasDerivAt_const t (1 : Matrix n n ℝ)
+    refine h.congr_deriv ?_
+    rw [Nat.cast_zero, neg_zero, zero_smul]
   | succ m ih =>
     have e : invDeform A t ^ m * (A * invDeform A t ^ 2)
```
